# The traced divergence of the Chern–Simons form is the second Chern density, for commuting derivations and a cyclic trace

A three-dimensional band insulator is deformed slowly by a pumping parameter $\lambda$, and its magnetoelectric angle $\theta$ drifts. For non-interacting electrons the Chern–Simons part of $\theta$ is, up to a constant factor, a Brillouin-zone integral built from the Berry connection. That integrand depends on the gauge of the Bloch states. Can the rate of change of the integral be written through the Berry curvature alone?

Let direction 0 be $\lambda$ and directions 1, 2, 3 be crystal momentum. The connection components $A_a$ lie in a possibly noncommutative $\mathbb Q$-algebra $R$, for instance matrix functions of $(\lambda,\mathbf k)$. The maps $D_a:R\to R$ are linear and play the part of partial derivatives; `tr` is a linear map from $R$ to a rational vector space $V$. Define

$$F_{ab}=D_aA_b-D_bA_a+[A_a,A_b],\qquad C_{bcd}=A_bD_cA_d+\tfrac23A_bA_cA_d .$$

This is the anti-Hermitian convention $A_a=\langle u|\partial_a u\rangle$; many texts use $i\langle u|\partial_a u\rangle$, which puts factors of $i$ into both formulas. Write $\mathcal E[f_{abcd}]=\sum\varepsilon_{abcd}f_{abcd}$, which is `eps4` in Lean, a signed sum over permutations. In the code $F$ is `curvature`, $C$ is `csTerm`, and `chernSimons3` is the contraction with first index 0.

```lean
import Mathlib

open Equiv

namespace ChernSimonsTransgression

noncomputable section

variable {R V M N : Type*} [Ring R] [Algebra ℚ R] [AddCommGroup V] [Module ℚ V]
  [AddCommGroup M] [Module ℚ M] [AddCommGroup N] [Module ℚ N]

/-- Contraction of a four-index array with the Levi-Civita symbol, written as the signed sum
over all permutations of the four indices. -/
def eps4 (f : Fin 4 → Fin 4 → Fin 4 → Fin 4 → M) : M :=
  ∑ σ : Perm (Fin 4), ((Perm.sign σ : ℤ) : ℚ) • f (σ 0) (σ 1) (σ 2) (σ 3)

/-- The non-abelian Berry curvature `F_ab = D_a A_b - D_b A_a + [A_a, A_b]`. -/
def curvature (D : Fin 4 → R →ₗ[ℚ] R) (A : Fin 4 → R) (a b : Fin 4) : R :=
  D a (A b) - D b (A a) + (A a * A b - A b * A a)

/-- The Chern-Simons integrand `A_b D_c A_d + (2/3) A_b A_c A_d` before antisymmetrisation. -/
def csTerm (D : Fin 4 → R →ₗ[ℚ] R) (A : Fin 4 → R) (b c d : Fin 4) : R :=
  A b * D c (A d) + (2 / 3 : ℚ) • (A b * A c * A d)

/-- The Chern-Simons three-form in the directions 1, 2, 3: the Levi-Civita contraction with
its first index held at 0. -/
def chernSimons3 (D : Fin 4 → R →ₗ[ℚ] R) (A : Fin 4 → R) : R :=
  eps4 fun a b c d => if a = 0 then csTerm D A b c d else 0
```

## (a) Linear maps and the contraction

Show that a linear map $L$ satisfies $L(\mathcal E[f_{abcd}])=\mathcal E[L(f_{abcd})]$.

**Solution.** $\mathcal E$ is a finite sum with coefficients $\pm1$, and $L$ respects sums and rational multiples.

```lean
/-- A linear map may be taken inside the Levi-Civita contraction. -/
theorem eps4_map (L : M →ₗ[ℚ] N) (f : Fin 4 → Fin 4 → Fin 4 → Fin 4 → M) :
    L (eps4 f) = eps4 fun a b c d => L (f a b c d) := by
  simp only [eps4, map_sum, map_smul]
```

## (b) Linearity in the array

Show that $\mathcal E[rf+g]=r\,\mathcal E[f]+\mathcal E[g]$ for rational $r$.

**Solution.** Split the sum over permutations and take $r$ out of the first part.

```lean
/-- The Levi-Civita contraction is linear in the array. -/
theorem eps4_lin (r : ℚ) (f g : Fin 4 → Fin 4 → Fin 4 → Fin 4 → M) :
    eps4 (fun a b c d => r • f a b c d + g a b c d) = r • eps4 f + eps4 g := by
  simp only [eps4, smul_add, Finset.sum_add_distrib, Finset.smul_sum]
  congr 1
  exact Finset.sum_congr rfl fun σ _ => smul_comm _ _ _
```

## (c) Exchanging neighbours

Show that $\mathcal E[f_{bacd}]=\mathcal E[f_{acbd}]=\mathcal E[f_{abdc}]=-\mathcal E[f_{abcd}]$.

**Solution.** Replace the summation variable $\sigma$ by $\sigma\tau$, with $\tau$ the transposition of the two positions. The sum runs over the same permutations, and each sign flips. In Lean, `Fintype.sum_equiv` performs this relabelling once for a general transposition.

```lean
/-- Exchanging two neighbouring indices reverses the sign of the contraction. -/
theorem eps4_swap (f : Fin 4 → Fin 4 → Fin 4 → Fin 4 → M) :
    eps4 (fun a b c d => f b a c d) = -eps4 f ∧
    eps4 (fun a b c d => f a c b d) = -eps4 f ∧
    eps4 (fun a b c d => f a b d c) = -eps4 f := by
  have key : ∀ x y : Fin 4, x ≠ y →
      ∑ σ : Perm (Fin 4), ((Perm.sign σ : ℤ) : ℚ) •
        f (σ (swap x y 0)) (σ (swap x y 1)) (σ (swap x y 2)) (σ (swap x y 3)) = -eps4 f := by
    intro x y hxy
    rw [eps4, ← Finset.sum_neg_distrib]
    -- relabel the permutations by composing with the transposition
    refine Fintype.sum_equiv (Equiv.mulRight (swap x y)) _ _ fun σ => ?_
    simp [Perm.sign_mul, Perm.sign_swap hxy]
  exact ⟨key 0 1 (by decide), key 1 2 (by decide), key 2 3 (by decide)⟩
```

## (d) Cycling indices

Show that $\mathcal E[f_{acdb}]=\mathcal E[f]$ and $\mathcal E[f_{bcda}]=-\mathcal E[f]$.

**Solution.** The three-cycle is two neighbour exchanges, the four-cycle is three. Apply (c) that many times.

```lean
/-- Cycling three indices preserves the contraction; cycling all four reverses its sign. -/
theorem eps4_cycle (f : Fin 4 → Fin 4 → Fin 4 → Fin 4 → M) :
    eps4 (fun a b c d => f a c d b) = eps4 f ∧
    eps4 (fun a b c d => f b c d a) = -eps4 f := by
  have h1 : eps4 (fun a b c d => f a c d b) = eps4 f := by
    have h := (eps4_swap fun a b c d => f a b d c).2.1
    rw [(eps4_swap f).2.2, neg_neg] at h
    exact h
  have h2 := (eps4_swap fun a b c d => f a c d b).1
  rw [h1] at h2
  exact ⟨h1, h2⟩
```

## (e) Reducing the curvature product

Assume that the trace is cyclic, $\mathrm{tr}(xy)=\mathrm{tr}(yx)$. With $P_{abcd}=\mathrm{tr}(D_aA_b\,D_cA_d)$ and $T_{abcd}=\mathrm{tr}(D_aA_b\,A_cA_d)$, show that

$$\mathrm{tr}\,\mathcal E[F_{ab}F_{cd}]=4\big(\mathcal E[P]+2\,\mathcal E[T]\big).$$

**Solution.** Put $G_{ab}=D_aA_b+A_aA_b$, so that $F_{ab}=G_{ab}-G_{ba}$, and $H_{abcd}=\mathrm{tr}(G_{ab}G_{cd})$. Then

$$\mathrm{tr}(F_{ab}F_{cd})=H_{abcd}-H_{bacd}-H_{abdc}+H_{badc},$$

and by (c) the contraction is $4\,\mathcal E[H]$. Expanding and using cyclicity,

$$H_{abcd}=P_{abcd}+T_{abcd}+T_{cdab}+Q_{abcd},\qquad Q_{abcd}=\mathrm{tr}(A_aA_bA_cA_d).$$

Two four-cycles give $\mathcal E[T_{cdab}]=\mathcal E[T]$. Cyclicity gives $Q_{bcda}=Q_{abcd}$, while (d) gives $\mathcal E[Q_{bcda}]=-\mathcal E[Q]$; hence $\mathcal E[Q]=0$.

The code uses the same letters: `hF` is the four-term split, `hX` the expansion, and `q0` the vanishing quartic term. The Leibniz rule is not used.

```lean
/-- For a cyclic trace, `tr ε_abcd F_ab F_cd` equals
`4 ε_abcd (tr ((D_a A_b) (D_c A_d)) + 2 tr ((D_a A_b) A_c A_d))`; the term quartic in the connection
drops out. -/
theorem trace_curvature_sq (D : Fin 4 → R →ₗ[ℚ] R) (tr : R →ₗ[ℚ] V)
    (hcyc : ∀ x y, tr (x * y) = tr (y * x)) (A : Fin 4 → R) :
    tr (eps4 fun a b c d => curvature D A a b * curvature D A c d) =
      (4 : ℚ) • (eps4 (fun a b c d => tr (D a (A b) * D c (A d))) +
        (2 : ℚ) • eps4 (fun a b c d => tr (D a (A b) * A c * A d))) := by
  obtain ⟨P, hP⟩ : ∃ P : Fin 4 → Fin 4 → Fin 4 → Fin 4 → V,
    P = fun a b c d => tr (D a (A b) * D c (A d)) := ⟨_, rfl⟩
  obtain ⟨T, hT⟩ : ∃ T : Fin 4 → Fin 4 → Fin 4 → Fin 4 → V,
    T = fun a b c d => tr (D a (A b) * A c * A d) := ⟨_, rfl⟩
  obtain ⟨Q, hQ⟩ : ∃ Q : Fin 4 → Fin 4 → Fin 4 → Fin 4 → V,
    Q = fun a b c d => tr (A a * A b * A c * A d) := ⟨_, rfl⟩
  obtain ⟨H, hH⟩ : ∃ H : Fin 4 → Fin 4 → Fin 4 → Fin 4 → V,
    H = fun a b c d => tr ((D a (A b) + A a * A b) * (D c (A d) + A c * A d)) := ⟨_, rfl⟩
  rw [← hP, ← hT]
  -- each curvature is `G_ab - G_ba` with `G_ab = D_a A_b + A_a A_b`
  have hF : (fun a b c d => tr (curvature D A a b * curvature D A c d)) =
      fun a b c d => (-1 : ℚ) • H b a c d +
        ((-1 : ℚ) • H a b d c + ((1 : ℚ) • H b a d c + H a b c d)) := by
    funext a b c d
    simp only [hH, curvature, mul_add, add_mul, mul_sub, sub_mul, map_add, map_sub]
    module
  have e1 : tr (eps4 fun a b c d => curvature D A a b * curvature D A c d) =
      (-1 : ℚ) • eps4 (fun a b c d => H b a c d) + ((-1 : ℚ) • eps4 (fun a b c d => H a b d c) +
        ((1 : ℚ) • eps4 (fun a b c d => H b a d c) + eps4 H)) := by
    rw [eps4_map, hF, eps4_lin, eps4_lin, eps4_lin]
  have s3 := (eps4_swap fun a b c d => H a b d c).1
  rw [(eps4_swap H).2.2, neg_neg] at s3
  rw [(eps4_swap H).1, (eps4_swap H).2.2, s3] at e1
  have hX : H = fun a b c d => (1 : ℚ) • P a b c d +
      ((1 : ℚ) • T a b c d + ((1 : ℚ) • T c d a b + Q a b c d)) := by
    funext a b c d
    have h := hcyc (A a * A b) (D c (A d))
    simp only [← mul_assoc] at h
    simp only [hH, hP, hT, hQ, mul_add, add_mul, map_add, ← mul_assoc]
    rw [h]
    module
  have e2 : eps4 H = (1 : ℚ) • eps4 P + ((1 : ℚ) • eps4 T +
      ((1 : ℚ) • eps4 (fun a b c d => T c d a b) + eps4 Q)) := by
    rw [hX, eps4_lin, eps4_lin, eps4_lin]
  have t2 := (eps4_cycle fun a b c d => T b c d a).2
  rw [(eps4_cycle T).2, neg_neg] at t2
  -- the quartic term is cyclic, but a four-cycle is odd
  have q : eps4 Q = -eps4 Q := by
    have h : (fun a b c d => Q b c d a) = Q := by
      funext a b c d
      have h := hcyc (A b * A c * A d) (A a)
      simp only [← mul_assoc] at h
      simpa only [hQ] using h
    have h' := (eps4_cycle Q).2
    rwa [h] at h'
  have q0 : eps4 Q = 0 := by
    linear_combination (norm := module) (1 / 2 : ℚ) • q
  rw [e1, e2, t2, q0]
  module
```

## (f) Reducing the divergence

Assume also the Leibniz rule (`hD`) and $D_aD_b=D_bD_a$ (`hcomm`), as for partial derivatives. Show that

$$\mathrm{tr}\,\mathcal E[D_aC_{bcd}]=\mathcal E[P]+2\,\mathcal E[T].$$

**Solution.** The quadratic part of $C$ gives

$$\mathrm{tr}\,D_a(A_bD_cA_d)=P_{abcd}+K_{bacd},\qquad K_{abcd}=\mathrm{tr}(A_aD_bD_cA_d).$$

$K$ is symmetric in its middle indices, so (c) gives $\mathcal E[K]=-\mathcal E[K]=0$. For the cubic part, cyclicity moves the differentiated factor to the front:

$$\tfrac23\,\mathrm{tr}\,D_a(A_bA_cA_d)=\tfrac23\big(T_{abcd}+T_{acdb}+T_{adbc}\big).$$

By (d) the three terms contract equally, for a total of $2\,\mathcal E[T]$. In Lean, `hX` is the Leibniz expansion and `k0` removes the second derivatives.

```lean
/-- For commuting derivations and a cyclic trace, the traced divergence of the Chern-Simons form
equals `ε_abcd (tr ((D_a A_b) (D_c A_d)) + 2 tr ((D_a A_b) A_c A_d))`. -/
theorem trace_div_chernSimons (D : Fin 4 → R →ₗ[ℚ] R) (tr : R →ₗ[ℚ] V)
    (hD : ∀ a x y, D a (x * y) = D a x * y + x * D a y)
    (hcomm : ∀ a b x, D a (D b x) = D b (D a x))
    (hcyc : ∀ x y, tr (x * y) = tr (y * x)) (A : Fin 4 → R) :
    tr (eps4 fun a b c d => D a (csTerm D A b c d)) =
      eps4 (fun a b c d => tr (D a (A b) * D c (A d))) +
        (2 : ℚ) • eps4 (fun a b c d => tr (D a (A b) * A c * A d)) := by
  obtain ⟨P, hP⟩ : ∃ P : Fin 4 → Fin 4 → Fin 4 → Fin 4 → V,
    P = fun a b c d => tr (D a (A b) * D c (A d)) := ⟨_, rfl⟩
  obtain ⟨T, hT⟩ : ∃ T : Fin 4 → Fin 4 → Fin 4 → Fin 4 → V,
    T = fun a b c d => tr (D a (A b) * A c * A d) := ⟨_, rfl⟩
  obtain ⟨K, hK⟩ : ∃ K : Fin 4 → Fin 4 → Fin 4 → Fin 4 → V,
    K = fun a b c d => tr (A a * D b (D c (A d))) := ⟨_, rfl⟩
  rw [← hP, ← hT]
  -- Leibniz rule, then cyclicity brings the differentiated factor to the front
  have hX : (fun a b c d => tr (D a (csTerm D A b c d))) = fun a b c d =>
      (1 : ℚ) • K b a c d + ((2 / 3 : ℚ) • T a c d b + ((2 / 3 : ℚ) • T a d b c +
        ((2 / 3 : ℚ) • T a b c d + P a b c d))) := by
    funext a b c d
    have h1 := hcyc (A b) (D a (A c) * A d)
    have h2 := hcyc (A b * A c) (D a (A d))
    simp only [← mul_assoc] at h1 h2
    simp only [csTerm, hK, hT, hP, hD, map_add, map_smul, add_mul]
    rw [h1, h2]
    module
  have e : tr (eps4 fun a b c d => D a (csTerm D A b c d)) =
      (1 : ℚ) • eps4 (fun a b c d => K b a c d) + ((2 / 3 : ℚ) • eps4 (fun a b c d => T a c d b) +
        ((2 / 3 : ℚ) • eps4 (fun a b c d => T a d b c) + ((2 / 3 : ℚ) • eps4 T + eps4 P))) := by
    rw [eps4_map, hX, eps4_lin, eps4_lin, eps4_lin, eps4_lin]
  have t2 := (eps4_cycle fun a b c d => T a c d b).1
  rw [(eps4_cycle T).1] at t2
  -- second derivatives are symmetric and drop out
  have k : eps4 K = -eps4 K := by
    have h : (fun a b c d => K a c b d) = K := by
      funext a b c d
      simp only [hK]
      rw [hcomm c b]
    have h' := (eps4_swap K).2.1
    rwa [h] at h'
  have k0 : eps4 K = 0 := by
    linear_combination (norm := module) (1 / 2 : ℚ) • k
  rw [e, (eps4_swap K).1, (eps4_cycle T).1, t2, k0]
  module
```

## (g) The transgression identity

Under the assumptions of (f), show that

$$\mathrm{tr}\,\mathcal E\big[D_a(A_bD_cA_d+\tfrac23A_bA_cA_d)\big]=\tfrac14\,\mathrm{tr}\,\mathcal E[F_{ab}F_{cd}].$$

**Solution.** By (f) the left side is $\mathcal E[P]+2\,\mathcal E[T]$; by (e) the right side is a quarter of four times the same expression. The right side is called the second Chern density here; the constant that normalises its integral to the second Chern number is left out.

**A numerical instance.** Take ordinary derivatives in $x_0,\dots,x_3$, Pauli matrices $s_j$, and the anti-Hermitian components $A_0=0$, $A_1=ix_0s_1$, $A_2=is_2$, $A_3=is_3$. Then $F_{01}=is_1$, $F_{02}=F_{03}=0$ and $F_{23}=-[s_2,s_3]=-2is_1$. Eight index orders contribute equally on the right: $\tfrac14\cdot8\,\mathrm{tr}(is_1\cdot(-2i)s_1)=8$. On the left the quadratic part vanishes. The cubic part has six equal terms, each with $\mathrm{tr}(is_1\,is_2\,is_3)=-i\cdot2i=2$, and gives $\tfrac23\cdot6\cdot2=8$.

```lean
/-- Chern-Simons transgression: for four commuting derivations and a cyclic trace, the traced
divergence of the Chern-Simons form is the second Chern density `(1/4) tr ε_abcd F_ab F_cd`. -/
theorem transgression (D : Fin 4 → R →ₗ[ℚ] R) (tr : R →ₗ[ℚ] V)
    (hD : ∀ a x y, D a (x * y) = D a x * y + x * D a y)
    (hcomm : ∀ a b x, D a (D b x) = D b (D a x))
    (hcyc : ∀ x y, tr (x * y) = tr (y * x)) (A : Fin 4 → R) :
    tr (eps4 fun a b c d => D a (A b * D c (A d) + (2 / 3 : ℚ) • (A b * A c * A d))) =
      (1 / 4 : ℚ) • tr (eps4 fun a b c d => curvature D A a b * curvature D A c d) := by
  have h := trace_div_chernSimons D tr hD hcomm hcyc A
  simp only [csTerm] at h
  rw [h, trace_curvature_sq D tr hcyc A]
  module
```

## (h) The rate of change along the pump

Suppose further that $\mathrm{tr}(D_ax)=0$ for $a=1,2,3$, and that a linear map $\partial$ on $V$ satisfies $\partial\,\mathrm{tr}(x)=\mathrm{tr}(D_0x)$. Show that

$$\partial\,\mathrm{tr}\sum_{bcd}\varepsilon_{0bcd}C_{bcd}=\tfrac14\,\mathrm{tr}\,\mathcal E[F_{ab}F_{cd}].$$

**Solution.** Move $\partial$ inside the trace as $D_0$. This is the $a=0$ part of the left side of (g), and the parts with $a\neq0$ have zero trace. Lean makes the same split with `by_cases h : a = 0`.

For the insulator, `tr` is the matrix trace integrated over the Brillouin zone and $V$ consists of functions of $\lambda$. The condition `hkill` says that momentum derivatives of periodic functions integrate to zero; `hdel` is differentiation under the integral. What remains to be supplied is a smooth gauge, periodic in $\mathbf k$, for the occupied bands over the range of $\lambda$ considered. Given that gauge, a computed change of the Chern–Simons part of $\theta$ in a non-interacting band model can be compared with the integrated curvature density.

```lean
/-- Let the derivations commute and the cyclic trace kill derivatives along 1, 2, 3 and turn
`D_0` into a parameter derivative `∂`. Then `∂` of the traced Chern-Simons three-form is the
second Chern density. -/
theorem theta_variation (D : Fin 4 → R →ₗ[ℚ] R) (tr : R →ₗ[ℚ] V) (del : V →ₗ[ℚ] V)
    (hD : ∀ a x y, D a (x * y) = D a x * y + x * D a y)
    (hcomm : ∀ a b x, D a (D b x) = D b (D a x))
    (hcyc : ∀ x y, tr (x * y) = tr (y * x))
    (hkill : ∀ a, a ≠ 0 → ∀ x, tr (D a x) = 0)
    (hdel : ∀ x, del (tr x) = tr (D 0 x)) (A : Fin 4 → R) :
    del (tr (chernSimons3 D A)) =
      (1 / 4 : ℚ) • tr (eps4 fun a b c d => curvature D A a b * curvature D A c d) := by
  rw [← transgression D tr hD hcomm hcyc A, hdel, chernSimons3, eps4_map (D 0),
    eps4_map tr, eps4_map tr]
  congr 1
  funext a b c d
  by_cases h : a = 0
  · rw [if_pos h, h, csTerm]
  · rw [if_neg h, map_zero, map_zero, hkill a h]
```

## (i) A finite matrix model

Take $4\times4$ matrices over $\mathbb Q[\lambda]$, with $E_a$ the projector on site $a$, and set

$$D_0X=\frac{dX}{d\lambda},\qquad D_aX=[E_a,X]\quad(a=1,2,3).$$

Show that, with the matrix trace and $\partial=d/d\lambda$, all assumptions of (h) are satisfied.

**Solution.** Entrywise differentiation and commutators obey the Leibniz rule, and the matrix trace is cyclic. For $a\neq0$,

$$(D_aX)_{ij}=(\delta_{ia}-\delta_{ja})X_{ij}.$$

These maps multiply entries by constants, so they commute with each other and with $d/d\lambda$. Their diagonal entries vanish, and so does their trace. Finally, the trace of $dX/d\lambda$ is the derivative of the trace. The facts `h0` and `h1` are these entry formulas. The model has no Brillouin zone; it shows that the assumptions are consistent in a noncommutative algebra.

```lean
/-- Derivations on 4 × 4 matrices over the polynomials in one parameter: direction 0 is the
entrywise parameter derivative, direction `a ≠ 0` the commutator with the projector on
site `a`. -/
def pumpD (a : Fin 4) :
    Matrix (Fin 4) (Fin 4) (Polynomial ℚ) →ₗ[ℚ] Matrix (Fin 4) (Fin 4) (Polynomial ℚ) :=
  if a = 0 then (Polynomial.derivative (R := ℚ)).mapMatrix
  else LinearMap.mulLeft ℚ (Matrix.diagonal fun i => if i = a then 1 else 0) -
    LinearMap.mulRight ℚ (Matrix.diagonal fun i => if i = a then 1 else 0)

/-- The derivations `pumpD`, the matrix trace and the polynomial derivative satisfy the Leibniz
rule, commutativity, cyclicity, and the two trace conditions of `theta_variation`. -/
theorem theta_variation_witness :
    (∀ a x y, pumpD a (x * y) = pumpD a x * y + x * pumpD a y) ∧
    (∀ a b x, pumpD a (pumpD b x) = pumpD b (pumpD a x)) ∧
    (∀ x y : Matrix (Fin 4) (Fin 4) (Polynomial ℚ),
      Matrix.traceLinearMap (Fin 4) ℚ (Polynomial ℚ) (x * y) =
        Matrix.traceLinearMap (Fin 4) ℚ (Polynomial ℚ) (y * x)) ∧
    (∀ a, a ≠ 0 → ∀ x, Matrix.traceLinearMap (Fin 4) ℚ (Polynomial ℚ) (pumpD a x) = 0) ∧
    (∀ x, Polynomial.derivative (Matrix.traceLinearMap (Fin 4) ℚ (Polynomial ℚ) x) =
      Matrix.traceLinearMap (Fin 4) ℚ (Polynomial ℚ) (pumpD 0 x)) := by
  have h0 : ∀ x i j, pumpD 0 x i j = Polynomial.derivative (x i j) := fun _ _ _ => rfl
  have h1 : ∀ a, a ≠ 0 → ∀ x i j, pumpD a x i j =
      ((if i = a then 1 else 0) - (if j = a then 1 else 0)) * x i j := by
    intro a ha x i j
    simp only [pumpD, if_neg ha, LinearMap.sub_apply, LinearMap.mulLeft_apply,
      LinearMap.mulRight_apply, Matrix.sub_apply, Matrix.diagonal_mul, Matrix.mul_diagonal]
    ring
  refine ⟨fun a x y => ?_, fun a b x => ?_, fun x y => Matrix.trace_mul_comm x y,
    fun a ha x => ?_, fun x => ?_⟩
  · by_cases ha : a = 0
    · subst ha
      refine Matrix.ext fun i j => ?_
      simp only [h0, Matrix.add_apply, Matrix.mul_apply, Polynomial.derivative_sum,
        Polynomial.derivative_mul, Finset.sum_add_distrib]
    · simp only [pumpD, if_neg ha, LinearMap.sub_apply, LinearMap.mulLeft_apply,
        LinearMap.mulRight_apply]
      noncomm_ring
  · refine Matrix.ext fun i j => ?_
    by_cases ha : a = 0 <;> by_cases hb : b = 0
    · rw [ha, hb]
    · subst ha
      simp only [h0, h1 b hb]
      split_ifs <;> simp
    · subst hb
      simp only [h0, h1 a ha]
      split_ifs <;> simp
    · simp only [h1 a ha, h1 b hb]
      ring
  · simp only [Matrix.traceLinearMap_apply, Matrix.trace, Matrix.diag_apply, h1 a ha,
      sub_self, zero_mul, Finset.sum_const_zero]
  · simp only [Matrix.traceLinearMap_apply, Matrix.trace, Matrix.diag_apply, h0,
      Polynomial.derivative_sum]

end

end ChernSimonsTransgression
```

```lean
#print axioms ChernSimonsTransgression.trace_div_chernSimons
#print axioms ChernSimonsTransgression.theta_variation
```

```
'ChernSimonsTransgression.trace_div_chernSimons' depends on axioms: [propext, Classical.choice, Quot.sound]
'ChernSimonsTransgression.theta_variation' depends on axioms: [propext, Classical.choice, Quot.sound]
```
